# Every Legendre coefficient of 1/r₁₂ on the unit sphere equals one

Let two electrons sit on a sphere of radius one, and let $x$ be the cosine of the angle between them as seen from the centre. Their distance is $r_{12}=\sqrt{2-2x}$, and for every $l=0,1,2,\dots$

$$\int_{-1}^{1}\frac{P_l(x)}{\sqrt{2-2x}}\,dx=\frac{2}{2l+1},\qquad \frac{2l+1}{2}\int_{-1}^{1}\frac{P_l(x)}{r_{12}}\,dx=1,$$

where $P_l$ is the Legendre polynomial of degree $l$. The second value is the coefficient of $P_l$, the angular channel $l$, in the bare Coulomb interaction $1/r_{12}$ of two unit charges, here at the same fixed radius, with no screening and no radial integration.

```lean
import Mathlib

open Finset MeasureTheory
open scoped InnerProductSpace

namespace CoulombChannelsOnSphere

noncomputable section
```

## The polynomial, the interaction and the projection

With $t=(1-x)/2$, which runs from $0$ where the electrons coincide to $1$ where they are opposite, the Legendre polynomial is defined by its explicit sum

$$P_l(x)=\sum_{k=0}^{l}(-1)^k\binom{l}{k}\binom{l+k}{k}t^k .$$

Only the $k=0$ term survives at $x=1$, so the normalisation is $P_l(1)=1$.

```lean
/-- The Legendre polynomial `P_l(x)`, written in powers of `t = (1 - x) / 2`. -/
def legendreP (l : ℕ) (x : ℝ) : ℝ :=
  ∑ k ∈ range (l + 1),
    (-1 : ℝ) ^ k * (l.choose k : ℝ) * ((l + k).choose k : ℝ) * ((1 - x) / 2) ^ k
```

The index set `range (l + 1)` is $k=0,\dots,l$. The interaction is that of two unit charges, in units where the Coulomb constant is one:

$$\frac{1}{r_{12}}=\frac{1}{\sqrt{2-2x}} .$$

```lean
/-- The Coulomb interaction `1 / r12` of two unit charges on the unit sphere, as a function of
the cosine `x` of the angle between them. -/
def coulombKernel (x : ℝ) : ℝ := 1 / √(2 - 2 * x)
```

The coefficient of $P_l$ in a function $f$ of the cosine is the usual projection

$$c_l[f]=\frac{2l+1}{2}\int_{-1}^{1}f(x)\,P_l(x)\,dx .$$

```lean
/-- The coefficient of `P_l` in the Legendre expansion of a function of the cosine. -/
def legendreCoeff (f : ℝ → ℝ) (l : ℕ) : ℝ :=
  (2 * (l : ℝ) + 1) / 2 * ∫ x in (-1 : ℝ)..1, f x * legendreP l x
```

This is a definition. The orthogonality of the $P_l$, which motivates the prefactor, is not used anywhere below.

## The distance between two points on the sphere

For unit vectors $a$ and $b$ in space,

$$|a-b|^2=|a|^2-2\,a\cdot b+|b|^2=2-2\,a\cdot b ,$$

and the distance is the non-negative root, with $a\cdot b=x$.

```lean
/-- Two points on the unit sphere are a distance `√(2 - 2 cos θ)` apart. -/
theorem distance_on_sphere (a b : EuclideanSpace ℝ (Fin 3)) (ha : ‖a‖ = 1) (hb : ‖b‖ = 1) :
    ‖a - b‖ = √(2 - 2 * ⟪a, b⟫_ℝ) := by
  have h := norm_sub_sq_real a b
  rw [ha, hb] at h
  rw [show 2 - 2 * ⟪a, b⟫_ℝ = ‖a - b‖ ^ 2 by linarith, Real.sqrt_sq (norm_nonneg _)]
```

Here `EuclideanSpace ℝ (Fin 3)` is ordinary three-dimensional space, `⟪a, b⟫_ℝ` is the scalar product, and the hypotheses `ha` and `hb` put both points on the unit sphere. The proof expands the squared norm and takes the root. This theorem ties the function `coulombKernel` to the geometry; the integrals that follow use only the variable $x$.

## Integrating one power of t

Put $s=\sqrt t$. Then $r_{12}=\sqrt{4t}=2s$, and the integrand for the power $t^k$ is $s^{2k}/(2s)$. Since $ds/dx=-1/(4s)$, the function

$$F_k(x)=-\frac{2}{2k+1}\,s^{2k+1}$$

has the derivative

$$F_k'(x)=-2s^{2k}\cdot\Big(-\frac{1}{4s}\Big)=\frac{s^{2k}}{2s}=\frac{t^k}{r_{12}}\qquad(-1<x<1).$$

At the ends, $F_k(1)=0$ and $F_k(-1)=-2/(2k+1)$, so

$$\int_{-1}^{1}\frac{t^k}{r_{12}}\,dx=\frac{2}{2k+1}.$$

For $k=0$ the integrand diverges as $x\to1$. It is still integrable, because it is non-negative and is the derivative of a function that stays continuous up to the endpoint.

```lean
/-- Each power of `(1 - x) / 2` is integrable against `1 / r12`, with integral
`2 / (2k + 1)`. -/
theorem power_moment (k : ℕ) :
    IntervalIntegrable (fun x : ℝ => ((1 - x) / 2) ^ k * coulombKernel x) volume (-1) 1 ∧
    ∫ x in (-1 : ℝ)..1, ((1 - x) / 2) ^ k * coulombKernel x = 2 / (2 * (k : ℝ) + 1) := by
  -- the antiderivative is an odd power of `√((1 - x) / 2)`
  have hc : Continuous
      (fun x : ℝ => -(2 / (2 * (k : ℝ) + 1)) * √((1 - x) / 2) ^ (2 * k + 1)) := by
    fun_prop
  have hd : ∀ x ∈ Set.Ioo (-1 : ℝ) 1, HasDerivAt
      (fun x : ℝ => -(2 / (2 * (k : ℝ) + 1)) * √((1 - x) / 2) ^ (2 * k + 1))
      (((1 - x) / 2) ^ k * coulombKernel x) x := by
    intro x hx
    have hpos : 0 < (1 - x) / 2 := by linarith [hx.2]
    have hs : 0 < √((1 - x) / 2) := Real.sqrt_pos.2 hpos
    have hp : ((1 - x) / 2) ^ k = √((1 - x) / 2) ^ (2 * k) := by
      rw [pow_mul, Real.sq_sqrt hpos.le]
    have hK : √(2 - 2 * x) = 2 * √((1 - x) / 2) := by
      rw [show 2 - 2 * x = 2 ^ 2 * ((1 - x) / 2) by ring, Real.sqrt_mul (by positivity),
        Real.sqrt_sq (by norm_num)]
    have h1 : HasDerivAt (fun y : ℝ => (1 - y) / 2) (-1 / 2) x :=
      ((hasDerivAt_id x).const_sub 1).div_const 2
    have h2 := ((h1.sqrt hpos.ne').fun_pow (2 * k + 1)).const_mul (-(2 / (2 * (k : ℝ) + 1)))
    refine h2.congr_deriv ?_
    simp only [coulombKernel, hK, hp, Nat.add_sub_cancel]
    generalize √((1 - x) / 2) = s at hs ⊢
    have hk : 2 * (k : ℝ) + 1 ≠ 0 := by positivity
    push_cast
    field_simp
  have hmin : min (-1 : ℝ) 1 = -1 := min_eq_left (by norm_num)
  have hmax : max (-1 : ℝ) 1 = 1 := max_eq_right (by norm_num)
  have hi : IntervalIntegrable
      (fun x : ℝ => ((1 - x) / 2) ^ k * coulombKernel x) volume (-1) 1 := by
    apply intervalIntegral.intervalIntegrable_deriv_of_nonneg hc.continuousOn
    · rw [hmin, hmax]
      exact hd
    · rw [hmin, hmax]
      intro x hx
      have h0 : 0 ≤ (1 - x) / 2 := by linarith [hx.2]
      exact mul_nonneg (pow_nonneg h0 k) (div_nonneg zero_le_one (Real.sqrt_nonneg _))
  refine ⟨hi, ?_⟩
  rw [intervalIntegral.integral_eq_sub_of_hasDerivAt_of_le (by norm_num) hc.continuousOn hd hi]
  norm_num
```

The theorem states integrability and the value together, since Lean gives the integral of a non-integrable function the value zero. In the proof, `hc` is the continuity of $F_k$ on the closed interval and `hd` is its derivative in the interior, with `hK` supplying $r_{12}=2s$. The integrability `hi` follows from the sign of the derivative, and the fundamental theorem of calculus then gives the value.

## An alternating sum that vanishes

Integrating $P_l/r_{12}$ term by term gives $2S_l$, where

$$S_l=\sum_{k=0}^{l}\frac{(-1)^k}{2k+1}\binom{l}{k}\binom{l+k}{k}.$$

What remains is to show $(2l+1)S_l=1$. The induction on $l$ uses an alternating sum that vanishes, which is the case $m=l+1$ of the partial sums

$$\sum_{k=0}^{m}(-1)^k\binom{l+1}{k}\binom{l+k}{k}=(-1)^m\binom{l}{m}\binom{l+1+m}{m}.$$

At $m=0$ both sides are $1$. For the step from $m$ to $m+1$, write

$$A=\binom{l}{m},\quad B=\binom{l}{m+1},\quad U=\binom{l+1+m}{m},\quad V=\binom{l+1+m}{m+1}.$$

By Pascal's rule, the new term is $(-1)^{m+1}(A+B)V$ and the new right-hand side is $(-1)^{m+1}B(U+V)$. The step therefore requires $(A+B)V-AU=B(U+V)$, that is, $(A+B)U=AV$. This follows from

$$(m+1)(A+B)=(l+1)A,\qquad (m+1)V=(l+1)U,$$

because both $(m+1)(A+B)U$ and $(m+1)AV$ equal $(l+1)AU$.

```lean
/-- Closed form of the partial alternating sums of `C(l+1,k) C(l+k,k)`. -/
theorem alternating_partial_sum (l m : ℕ) :
    ∑ k ∈ range (m + 1), (-1 : ℝ) ^ k * ((l + 1).choose k : ℝ) * ((l + k).choose k : ℝ) =
      (-1 : ℝ) ^ m * (l.choose m : ℝ) * ((l + 1 + m).choose m : ℝ) := by
  induction m with
  | zero => simp
  | succ m ih =>
    rw [sum_range_succ, ih]
    have e1 : l + (m + 1) = l + 1 + m := by omega
    have e2 : l + 1 + (m + 1) = l + 1 + m + 1 := by omega
    have h1 := congrArg (Nat.cast : ℕ → ℝ) (Nat.add_one_mul_choose_eq l m)
    have h2 := Nat.choose_succ_right_eq (l + 1 + m) m
    rw [Nat.add_sub_cancel] at h2
    have h3 := congrArg (Nat.cast : ℕ → ℝ) h2
    rw [e1, e2, Nat.choose_succ_succ' (l + 1 + m) m, Nat.choose_succ_succ' l m]
    rw [Nat.choose_succ_succ' l m] at h1
    push_cast at h1 h3 ⊢
    have hm : (m : ℝ) + 1 ≠ 0 := by positivity
    have key : ((l.choose m : ℝ) + (l.choose (m + 1) : ℝ)) * ((l + 1 + m).choose m : ℝ) =
        (l.choose m : ℝ) * ((l + 1 + m).choose (m + 1) : ℝ) := by
      apply mul_left_cancel₀ hm
      linear_combination (-((l + 1 + m).choose m : ℝ)) * h1 - (l.choose m : ℝ) * h3
    rw [pow_succ]
    linear_combination (-1 : ℝ) ^ m * key
```

The two relations are `h1` and `h3`, and `key` is $(A+B)U=AV$, obtained by cancelling $m+1$. At $m=l+1$ the factor $\binom{l}{l+1}$ is zero, so the complete alternating sum vanishes.

## From one channel to the next

For $0\le k\le l+1$, the coefficients of $t^k$ in neighbouring polynomials, taken without their common sign $(-1)^k$, satisfy

$$(2l+3)\binom{l+1}{k}\binom{l+1+k}{k}-(2l+1)\binom{l}{k}\binom{l+k}{k}=2(2k+1)\binom{l+1}{k}\binom{l+k}{k}.$$

To see this, multiply by $l+1$ and use

$$(l+1)\binom{l}{k}=(l+1-k)\binom{l+1}{k},\qquad (l+1)\binom{l+1+k}{k}=(l+1+k)\binom{l+k}{k}.$$

The left side becomes $\binom{l+1}{k}\binom{l+k}{k}$ times

$$(2l+3)(l+1+k)-(2l+1)(l+1-k)=2(l+1)(2k+1),$$

and dividing by $l+1$ gives the claim.

```lean
/-- For `k ≤ l + 1`, a relation between the binomial products `C(l,k) C(l+k,k)` and `C(l+1,k)
C(l+1+k,k)`: their difference, weighted by `2l + 1` and `2l + 3`, is `2 (2k + 1) C(l+1,k) C(l+k,k)`.
-/
theorem channel_step (l k : ℕ) (hk : k ≤ l + 1) :
    (2 * (l : ℝ) + 3) * (((l + 1).choose k : ℝ) * ((l + 1 + k).choose k : ℝ)) -
      (2 * (l : ℝ) + 1) * ((l.choose k : ℝ) * ((l + k).choose k : ℝ)) =
    (2 * (k : ℝ) + 1) * (2 * ((l + 1).choose k : ℝ) * ((l + k).choose k : ℝ)) := by
  have hA := congrArg (Nat.cast : ℕ → ℝ) (Nat.choose_mul_succ_eq l k)
  rw [Nat.cast_mul, Nat.cast_mul, Nat.cast_sub hk] at hA
  have hB : (l + k).choose k * (l + 1 + k) = (l + 1 + k).choose k * (l + 1) := by
    have h := Nat.choose_mul_succ_eq (l + k) k
    rwa [show l + k + 1 - k = l + 1 by omega, show l + k + 1 = l + 1 + k by omega] at h
  have hB' := congrArg (Nat.cast : ℕ → ℝ) hB
  push_cast at hA hB'
  have hl : (l : ℝ) + 1 ≠ 0 := by positivity
  apply mul_left_cancel₀ hl
  linear_combination (-(2 * (l : ℝ) + 1) * ((l + k).choose k : ℝ)) * hA -
    ((2 * (l : ℝ) + 3) * ((l + 1).choose k : ℝ)) * hB'
```

The two binomial relations appear as `hA` and `hB'`, and `linear_combination` carries out the elimination.

Now multiply the identity by $(-1)^k/(2k+1)$ and sum over $k=0,\dots,l+1$. The sum $S_l$ may be extended to $k=l+1$ because the added term contains $\binom{l}{l+1}=0$. The result is

$$(2l+3)S_{l+1}-(2l+1)S_l=2\sum_{k=0}^{l+1}(-1)^k\binom{l+1}{k}\binom{l+k}{k}=0 .$$

So $(2l+1)S_l$ does not depend on $l$, and at $l=0$ it is $1$.

```lean
/-- The sum of `(-1)^k C(l,k) C(l+k,k) / (2k + 1)` over `k = 0, …, l`, multiplied by `2l + 1`,
equals one. -/
theorem channel_sum (l : ℕ) :
    (2 * (l : ℝ) + 1) * ∑ k ∈ range (l + 1),
      (-1 : ℝ) ^ k * (l.choose k : ℝ) * ((l + k).choose k : ℝ) / (2 * (k : ℝ) + 1) = 1 := by
  induction l with
  | zero => simp
  | succ l ih =>
    -- the sum for `l` may be extended by a vanishing term
    have hext : ∑ k ∈ range (l + 1 + 1),
        (-1 : ℝ) ^ k * (l.choose k : ℝ) * ((l + k).choose k : ℝ) / (2 * (k : ℝ) + 1) =
        ∑ k ∈ range (l + 1),
        (-1 : ℝ) ^ k * (l.choose k : ℝ) * ((l + k).choose k : ℝ) / (2 * (k : ℝ) + 1) := by
      rw [sum_range_succ _ (l + 1), Nat.choose_succ_self]
      simp
    rw [← hext] at ih
    have hz := alternating_partial_sum l (l + 1)
    rw [Nat.choose_succ_self, Nat.cast_zero, mul_zero, zero_mul] at hz
    -- the difference of neighbouring channels is an alternating sum that vanishes
    have hdiff : (2 * ((l + 1 : ℕ) : ℝ) + 1) * ∑ k ∈ range (l + 1 + 1),
        (-1 : ℝ) ^ k * ((l + 1).choose k : ℝ) * ((l + 1 + k).choose k : ℝ) / (2 * (k : ℝ) + 1) -
        (2 * (l : ℝ) + 1) * ∑ k ∈ range (l + 1 + 1),
        (-1 : ℝ) ^ k * (l.choose k : ℝ) * ((l + k).choose k : ℝ) / (2 * (k : ℝ) + 1) =
        2 * ∑ k ∈ range (l + 1 + 1),
        (-1 : ℝ) ^ k * ((l + 1).choose k : ℝ) * ((l + k).choose k : ℝ) := by
      rw [mul_sum, mul_sum, mul_sum, ← sum_sub_distrib]
      refine sum_congr rfl fun k hk => ?_
      have h := channel_step l k (by have := mem_range.1 hk; omega)
      have hi : (2 * (k : ℝ) + 1) * (2 * (k : ℝ) + 1)⁻¹ = 1 :=
        mul_inv_cancel₀ (by positivity)
      push_cast
      linear_combination ((-1 : ℝ) ^ k * (2 * (k : ℝ) + 1)⁻¹) * h +
        (2 * (-1 : ℝ) ^ k * ((l + 1).choose k : ℝ) * ((l + k).choose k : ℝ)) * hi
    linear_combination hdiff + ih + 2 * hz
```

The extension by a zero term is `hext`, the vanishing sum is `hz`, and the difference of neighbouring channels is `hdiff`. The last line combines `hdiff` and `hz` with the induction hypothesis `ih`, which `hext` has put in the extended form.

## The Coulomb integral in each channel

Combining the power integrals with $(2l+1)S_l=1$ gives

$$\int_{-1}^{1}\frac{P_l(x)}{r_{12}}\,dx=\sum_{k=0}^{l}(-1)^k\binom{l}{k}\binom{l+k}{k}\frac{2}{2k+1}=2S_l=\frac{2}{2l+1}.$$

```lean
/-- The product of `P_l` and `1 / r12` is integrable, and its integral over the cosine is
`2 / (2l + 1)`. -/
theorem coulomb_channel_integral (l : ℕ) :
    IntervalIntegrable (fun x : ℝ => legendreP l x / √(2 - 2 * x)) volume (-1) 1 ∧
    ∫ x in (-1 : ℝ)..1, legendreP l x / √(2 - 2 * x) = 2 / (2 * (l : ℝ) + 1) := by
  have hfun : (fun x : ℝ => legendreP l x / √(2 - 2 * x)) = fun x => ∑ k ∈ range (l + 1),
      ((-1 : ℝ) ^ k * (l.choose k : ℝ) * ((l + k).choose k : ℝ)) *
        (((1 - x) / 2) ^ k * coulombKernel x) := by
    funext x
    simp only [legendreP, coulombKernel, sum_div]
    exact sum_congr rfl fun k _ => by ring
  constructor
  · have h0 := (power_moment 0).1
    have hP : Continuous (legendreP l) := by
      unfold legendreP
      fun_prop
    have h := h0.continuousOn_mul hP.continuousOn
    convert h using 1
    funext x
    simp only [coulombKernel]
    ring
  · rw [hfun, intervalIntegral.integral_finsetSum
      (fun k _ => (power_moment k).1.const_mul _)]
    simp only [intervalIntegral.integral_const_mul, (power_moment _).2]
    have hl : 2 * (l : ℝ) + 1 ≠ 0 := by positivity
    have hs : ∑ k ∈ range (l + 1),
        ((-1 : ℝ) ^ k * (l.choose k : ℝ) * ((l + k).choose k : ℝ)) * (2 / (2 * (k : ℝ) + 1)) =
        2 * ∑ k ∈ range (l + 1),
        (-1 : ℝ) ^ k * (l.choose k : ℝ) * ((l + k).choose k : ℝ) / (2 * (k : ℝ) + 1) := by
      rw [mul_sum]
      exact sum_congr rfl fun k _ => by ring
    rw [eq_div_iff hl, hs]
    linear_combination 2 * channel_sum l
```

Again the statement has two parts. Integrability holds because $P_l$ is continuous and $1/r_{12}$ is integrable, which is the case $k=0$ of `power_moment`. For the value, `hfun` expands the integrand in powers of $t$, the finite sum is exchanged with the integral, and `channel_sum` finishes the calculation.

The smallest case, $l=0$, has $P_0=1$ and integral $2$. The average of $1/r_{12}$ over the sphere is half of this, namely $1$: the potential at the surface of a uniformly charged unit sphere with total charge one. For $l=1$, $P_1=1-2t=x$ and the integral is $2-2\cdot\tfrac23=\tfrac23$.

## Unit coefficients

The prefactor of the projection cancels the channel integral:

$$c_l\big[1/r_{12}\big]=\frac{2l+1}{2}\cdot\frac{2}{2l+1}=1 .$$

```lean
/-- Every Legendre coefficient of `1 / r12` on the unit sphere equals one. -/
theorem coulomb_legendreCoeff (l : ℕ) : legendreCoeff coulombKernel l = 1 := by
  have hfun : (fun x : ℝ => coulombKernel x * legendreP l x) =
      fun x => legendreP l x / √(2 - 2 * x) := by
    funext x
    simp only [coulombKernel]
    ring
  have hl : 2 * (l : ℝ) + 1 ≠ 0 := by positivity
  rw [legendreCoeff, hfun, (coulomb_channel_integral l).2]
  field_simp
```

The coefficients therefore do not decrease with $l$. The theorem fixes each of them separately and says nothing about the convergence of the series $\sum_l P_l(x)$. In the familiar multipole expansion, channel $l$ carries the radial factor $r_<^l/r_>^{l+1}$, with $r_<$ and $r_>$ the smaller and larger radius, and this factor is $1$ when both radii are one.

## The repulsion for a finite angular expansion

Let $g(x)=\sum_{l=0}^{N-1}a_lP_l(x)$ with real coefficients $a_l$. By linearity,

$$\int_{-1}^{1}\frac{g(x)}{r_{12}}\,dx=\sum_{l=0}^{N-1}\frac{2a_l}{2l+1}.$$

If $g$ is the probability density of the cosine for an electron pair on the sphere, this is the pair's mean Coulomb repulsion.

```lean
/-- For a finite Legendre expansion with coefficients `a l`, the integral against `1 / r12`
is the sum of `a l * 2 / (2l + 1)`. -/
theorem coulomb_integral_of_expansion (N : ℕ) (a : ℕ → ℝ) :
    ∫ x in (-1 : ℝ)..1, (∑ l ∈ range N, a l * (legendreP l x / √(2 - 2 * x))) =
      ∑ l ∈ range N, a l * (2 / (2 * (l : ℝ) + 1)) := by
  rw [intervalIntegral.integral_finsetSum
    (fun l _ => (coulomb_channel_integral l).1.const_mul _)]
  simp only [intervalIntegral.integral_const_mul, (coulomb_channel_integral _).2]

end

end CoulombChannelsOnSphere
```

The integrand is written with $1/r_{12}$ already multiplied into each term. The coefficients are arbitrary, so $g$ need be neither positive nor normalised, and for $N=0$ both sides are zero. The proof exchanges the finite sum with the integral, which the integrability in each channel permits, and inserts the channel values.

```lean
#print axioms CoulombChannelsOnSphere.distance_on_sphere
#print axioms CoulombChannelsOnSphere.coulomb_legendreCoeff
#print axioms CoulombChannelsOnSphere.coulomb_integral_of_expansion
```

```
'CoulombChannelsOnSphere.distance_on_sphere' depends on axioms: [propext, Classical.choice, Quot.sound]
'CoulombChannelsOnSphere.coulomb_legendreCoeff' depends on axioms: [propext, Classical.choice, Quot.sound]
'CoulombChannelsOnSphere.coulomb_integral_of_expansion' depends on axioms: [propext, Classical.choice, Quot.sound]
```
